# The forces of a rotation-invariant energy exert no net torque

The theorem `torque_sum_rule` concerns finitely many atoms in `d`-dimensional real space, with an energy that is unchanged when all the atoms are turned together about the origin by a proper rotation. If the energy is differentiable at the configuration `r`, then for every antisymmetric matrix `W` the sum over atoms of the energy gradient at each atom, dotted with `W` applied to that atom's position, is zero. The proof moves the atoms along the path `exp (s W) r`, on which the energy is constant, and computes the derivative at `s = 0` by the chain rule. This derivative must be zero, and writing it out in Cartesian components gives the sum.

As first written in Lean, the proof fails:

```lean
import Mathlib

open Matrix Topology
open scoped Matrix.Norms.Operator

namespace TorqueSumRule

noncomputable section

variable {ι : Type*} [Fintype ι] [DecidableEq ι] {d : ℕ}

/-- The matrix `R` acts simultaneously on the vectors attached to all atoms. -/
def rotate (R : Matrix (Fin d) (Fin d) ℝ) (r : ι → Fin d → ℝ) : ι → Fin d → ℝ :=
  fun k => R *ᵥ r k

/-- The energy is unchanged when all atoms are rotated together by a proper rotation. -/
def RotInvariant (E : (ι → Fin d → ℝ) → ℝ) : Prop :=
  ∀ R : Matrix (Fin d) (Fin d) ℝ, Rᵀ * R = 1 → R.det = 1 → ∀ r, E (rotate R r) = E r

/-- Unit displacement of atom `k` along the Cartesian axis `a`. -/
def unitDisp (k : ι) (a : Fin d) : ι → Fin d → ℝ := Pi.single k (Pi.single a 1)

/-- The energy gradient: component `a` of the derivative with respect to the position of
atom `k`. -/
def grad (E : (ι → Fin d → ℝ) → ℝ) (r : ι → Fin d → ℝ) : ι → Fin d → ℝ :=
  fun k a => fderiv ℝ E r (unitDisp k a)

/-- A linear function of the displacements is the sum of its values on unit displacements,
weighted by the Cartesian components. -/
theorem apply_eq_sum (L : (ι → Fin d → ℝ) →L[ℝ] ℝ) (u : ι → Fin d → ℝ) :
    L u = ∑ k, ∑ a, L (unitDisp k a) * u k a := by
  have hu : u = ∑ k, ∑ a, u k a • unitDisp k a := by
    ext l b
    simp only [Finset.sum_apply, Pi.smul_apply, smul_eq_mul]
    rw [Finset.sum_eq_single l, Finset.sum_eq_single b]
    · simp [unitDisp]
    · intro a _ h
      simp [unitDisp, h.symm]
    · simp
    · intro k _ h
      simp [unitDisp, h.symm]
    · simp
  conv_lhs => rw [hu]
  simp only [map_sum, map_smul, smul_eq_mul, mul_comm]

/-- The exponential of an antisymmetric matrix is a proper rotation. -/
theorem exp_rotation {A : Matrix (Fin d) (Fin d) ℝ} (hA : Aᵀ = -A) :
    (NormedSpace.exp A)ᵀ * NormedSpace.exp A = 1 ∧ (NormedSpace.exp A).det = 1 := by
  have key : ∀ B : Matrix (Fin d) (Fin d) ℝ, Bᵀ = -B →
      (NormedSpace.exp B)ᵀ * NormedSpace.exp B = 1 := by
    intro B hB
    rw [← Matrix.exp_transpose, hB,
      ← Matrix.exp_add_of_commute _ _ (Commute.neg_left (Commute.refl B)),
      neg_add_cancel, NormedSpace.exp_zero]
  refine ⟨key A hA, ?_⟩
  -- the rotation is the square of the rotation by half the angle
  have hB : ((1 / 2 : ℝ) • A)ᵀ = -((1 / 2 : ℝ) • A) := by
    rw [Matrix.transpose_smul, hA, smul_neg]
  have h2 : (1 / 2 : ℝ) • A + (1 / 2 : ℝ) • A = A := by module
  have h := congrArg Matrix.det (key _ hB)
  rw [Matrix.det_mul, Matrix.det_transpose, Matrix.det_one] at h
  rw [← h2, Matrix.exp_add_of_commute _ _ (Commute.refl _), Matrix.det_mul, h]

omit [DecidableEq ι] in
/-- Along the path `exp (t W) r` the velocity of every atom is `W` applied to its current
position. -/
theorem hasDerivAt_rotate_exp (W : Matrix (Fin d) (Fin d) ℝ) (r : ι → Fin d → ℝ) (t : ℝ) :
    HasDerivAt (fun s : ℝ => rotate (NormedSpace.exp (s • W)) r)
      (rotate W (rotate (NormedSpace.exp (t • W)) r)) t := by
  let L : Matrix (Fin d) (Fin d) ℝ →ₗ[ℝ] (ι → Fin d → ℝ) :=
    { toFun := fun A => rotate A r
      map_add' := by
        intro A B
        ext k a
        simp [rotate, Matrix.mulVec, dotProduct, add_mul, Finset.sum_add_distrib]
      map_smul' := by
        intro c A
        ext k a
        simp [rotate, Matrix.mulVec, dotProduct, Finset.mul_sum, mul_assoc] }
  have h := L.toContinuousLinearMap.hasFDerivAt.comp_hasDerivAt t
    (hasDerivAt_exp_smul_const' W t)
  refine h.congr_deriv ?_
  change rotate (W * NormedSpace.exp (t • W)) r = _
  ext k a
  simp [rotate, Matrix.mulVec_mulVec]

/-- Torque sum rule: for a rotation-invariant energy, differentiable at `r`, and antisymmetric
`W`, the gradients satisfy `∑ₖ gradₖ E · W rₖ = 0`. -/
theorem torque_sum_rule {E : (ι → Fin d → ℝ) → ℝ} (hE : RotInvariant E)
    {r : ι → Fin d → ℝ} (hd : DifferentiableAt ℝ E r)
    {W : Matrix (Fin d) (Fin d) ℝ} (hW : Wᵀ = -W) :
    ∑ k, grad E r k ⬝ᵥ (W *ᵥ r k) = 0 := by
  have h0 : rotate (NormedSpace.exp ((0 : ℝ) • W)) r = r := by
    simp [rotate, NormedSpace.exp_zero]
  have hp := hasDerivAt_rotate_exp W r 0
  rw [h0] at hp
  have hd' : HasFDerivAt E (fderiv ℝ E r) (rotate (NormedSpace.exp ((0 : ℝ) • W)) r) := by
    rw [h0]
    exact hd.hasFDerivAt
  have hc := HasFDerivAt.comp_hasDerivAt
    (f := fun s : ℝ => rotate (NormedSpace.exp (s • W)) r) (0 : ℝ) hd' hp
  -- the energy is constant along the rotation path
  have hconst : (E ∘ fun s : ℝ => rotate (NormedSpace.exp (s • W)) r) = fun _ => E r := by
    funext s
    have hs : (s • W)ᵀ = -(s • W) := by rw [Matrix.transpose_smul, hW, smul_neg]
    exact hE _ (exp_rotation hs).1 (exp_rotation hs).2 r
  rw [hconst] at hc
  have hz := hc.unique (hasDerivAt_const (0 : ℝ) (E r))
  rw [apply_eq_sum] at hz
  exact hz

end

end TorqueSumRule
```

The compiler's answer:

```
Main.lean:93:60: error: unsolved goals
ι : Type u_1
inst✝¹ : Fintype ι
inst✝ : DecidableEq ι
d : ℕ
E : (ι → Fin d → ℝ) → ℝ
hE : RotInvariant E
r : ι → Fin d → ℝ
hd : DifferentiableAt ℝ E r
W : Matrix (Fin d) (Fin d) ℝ
hW : Wᵀ = -W
⊢ rotate 1 r = r
Main.lean:94:10: warning: This simp argument is unused:
  rotate

Hint: Omit it from the simp argument list.
  [apply] simp [NormedSpace.exp_zero]

Note: This linter can be disabled with `set_option linter.unusedSimpArgs false`
```

After these edits no error is left:

```diff
@@ -92,4 +92,5 @@
     ∑ k, grad E r k ⬝ᵥ (W *ᵥ r k) = 0 := by
   have h0 : rotate (NormedSpace.exp ((0 : ℝ) • W)) r = r := by
+    ext k a
     simp [rotate, NormedSpace.exp_zero]
   have hp := hasDerivAt_rotate_exp W r 0
```

What went wrong. The error is in the auxiliary fact `h0`, which says that the path is at `r` when `s = 0`. `simp` reduced the exponential of `(0 : ℝ) • W` to the identity matrix, but stopped at `rotate 1 r = r`. The warning that the argument `rotate` is unused shows that the definition was never unfolded.

The reason is the form of the definition. The body of `rotate` is a function of the atom, `fun k => R *ᵥ r k`, and the equation `simp` uses to unfold it applies to `rotate R r k`, with the atom supplied. In `h0` the two sides are compared as whole functions, so there is no such `k` and the equation does not match.

The added line `ext k a` turns the goal into an equality of component `a` of the position of atom `k`. Now `rotate` has its atom and unfolds, and `simp` finishes because the identity matrix leaves a vector unchanged. The linter's hint to omit `rotate` would not have cured the error, and after the repair that argument is needed.
